# The gradient of the angular part of a homogeneous function at a unit vector

Let \(E\) be a complete real inner-product space with inner product \(\langle\cdot,\cdot\rangle\) and norm \(\|x\|=\sqrt{\langle x,x\rangle}\). Every finite-dimensional real inner-product space is complete, so \(\mathbb R^3\) with the dot product is included. A function \(p:E\to\mathbb R\) is homogeneous of degree \(l\), with \(l=0,1,2,\dots\), if

\[
p(tx)=t^l\,p(x)\qquad\text{for all } t>0 \text{ and all } x\in E .
\]

A function that obeys this law for all real \(t\) obeys it in particular for positive \(t\). The angular part of \(p\) is

\[
Y(x)=p\!\left(\frac{x}{\|x\|}\right),\qquad x\neq 0 .
\]

It depends only on the direction of \(x\). The gradient \(\nabla p(x)\) is the vector for which \(\langle\nabla p(x),v\rangle\) is the derivative of \(p\) at \(x\) applied to the displacement \(v\). The letter \(n\) always stands for a unit vector.

The claim is that if \(p\) is homogeneous of degree \(l\) and differentiable at \(n\), then \(Y\) is differentiable at \(n\), with

\[
\nabla Y(n)=\nabla p(n)-l\,p(n)\,n,\qquad \langle\nabla Y(n),n\rangle=0 .
\]

If \(p\) is a real solid harmonic on \(\mathbb R^3\), then \(Y\) is a real spherical harmonic up to normalisation, and for an atomic orbital \(R(r)\,Y\) the angular contribution to the gradient at the point \(rn\), with \(r>0\), is \(\frac{R(r)}{r}\,\nabla Y(n)\). The gradient formula and the orthogonality use only homogeneity and differentiability, not Laplace's equation.

## From Euler's identity to the tangential gradient

Suppose that \(p\) is differentiable at \(x\), and consider \(t\mapsto p(tx)\) near \(t=1\). By the chain rule its derivative at \(t=1\) is \(\langle\nabla p(x),x\rangle\). By the scaling law the same function is \(t^l p(x)\), whose derivative at \(t=1\) is \(l\,p(x)\). Hence Euler's identity:

\[
\langle\nabla p(x),x\rangle=l\,p(x).
\]

Next, let \(x\neq0\). The derivative of \(\|x\|^2\) along \(v\) is \(2\langle x,v\rangle\), so the derivative of its square root is

\[
\frac{2\langle x,v\rangle}{2\|x\|}=\frac{\langle x,v\rangle}{\|x\|}.
\]

Scaling by \(t=1/\|y\|\) gives \(Y(y)=\|y\|^{-l}p(y)\) for every \(y\neq0\). The product rule then gives the derivative of \(Y\) at \(x\) along \(v\):

\[
\|x\|^{-l}\langle\nabla p(x),v\rangle
-l\,\|x\|^{-l-1}\,\frac{\langle x,v\rangle}{\|x\|}\,p(x).
\]

Since this holds for every \(v\),

\[
\nabla Y(x)=\|x\|^{-l}\left(\nabla p(x)-\frac{l\,p(x)}{\|x\|^2}\,x\right).
\]

At \(x=n\) the norm is 1 and the claimed formula appears. Orthogonality follows from Euler's identity:

\[
\langle\nabla p(n)-l\,p(n)\,n,\;n\rangle=l\,p(n)-l\,p(n)=0 .
\]

Two consequences are immediate. Expanding the square and using Euler's identity in the cross term,

\[
\|\nabla Y(n)\|^2=\|\nabla p(n)\|^2-2\,(l\,p(n))^2+(l\,p(n))^2
=\|\nabla p(n)\|^2-(l\,p(n))^2 .
\]

Also, \(\nabla Y(n)=0\) exactly when \(\nabla p(n)=l\,p(n)\,n\).

For a concrete family, let \(A\) be a continuous linear map with \(\langle Au,v\rangle=\langle u,Av\rangle\), and put \(q(x)=\langle Ax,x\rangle\). Then \(q(tx)=t^2q(x)\). The derivative of \(q\) along \(v\) is \(\langle Ax,v\rangle+\langle Av,x\rangle=2\langle Ax,v\rangle\), so \(\nabla q(x)=2Ax\). The stationarity condition becomes \(2An=2q(n)\,n\), that is,

\[
An=\langle An,n\rangle\,n .
\]

The stationary directions are therefore the unit eigenvectors of \(A\).

## The function \(xy\) at one direction

Take \(p(x,y,z)=xy\) on \(\mathbb R^3\), the unnormalised \(d_{xy}\) function, with \(l=2\). At \(n=(3/5,\,4/5,\,0)\) we have \(p(n)=12/25\) and \(\nabla p(n)=(4/5,\,3/5,\,0)\). Thus

\[
\nabla Y(n)=\left(\tfrac45,\tfrac35,0\right)-\tfrac{24}{25}\left(\tfrac35,\tfrac45,0\right)
=\left(\tfrac{28}{125},-\tfrac{21}{125},0\right).
\]

Its inner product with \(n\) is \((84-84)/625=0\). Its squared length is \(49/625\), which agrees with \(\|\nabla p(n)\|^2-(2p(n))^2=1-576/625\).

## A function without the scaling law

Let \(p(x,y)=x+1\) on \(\mathbb R^2\), and use the formula with \(l=1\) although \(p\) is not homogeneous. At \(n=(1,0)\) it would give \((1,0)-2\,(1,0)=(-1,0)\), which is not orthogonal to \(n\). The actual angular part is \(x/\sqrt{x^2+y^2}+1\), whose gradient at \(n\) is zero. Differentiability alone is not enough.

## The scaling law and the angular part in Lean

The space `E` is an arbitrary real inner-product space, with no basis and no fixed dimension.

```lean
import Mathlib

open InnerProductSpace

namespace AngularGradient

noncomputable section

variable {E : Type*} [NormedAddCommGroup E] [InnerProductSpace ℝ E]
```

The scaling law is a property of the pair `p`, `l`. The degree is a natural number, so the irregular solid harmonics, which have negative degree, are not covered. The values of `p` are real, so complex spherical harmonics enter only through their real and imaginary parts.

```lean
/-- A function on space is homogeneous of degree `l` if stretching the position by a
positive factor `t` multiplies its value by `t ^ l`. -/
def HomogeneousOfDegree (p : E → ℝ) (l : ℕ) : Prop :=
  ∀ (t : ℝ) (x : E), 0 < t → p (t • x) = t ^ l * p x
```

The next definition is \(Y\). The scalar `‖x‖⁻¹` multiplies the vector `x`, and the result is the unit vector along `x` whenever `x` is nonzero.

```lean
/-- The angular part of `p`: its value at the unit vector pointing along `x`,
for `x` away from the origin. -/
def angularPart (p : E → ℝ) (x : E) : ℝ := p (‖x‖⁻¹ • x)
```

The function \(q\) is defined for any continuous linear map `A`. Symmetry is a hypothesis of the theorems that need it.

```lean
/-- The quadratic function `⟨A x, x⟩` of the position `x`. -/
def quadraticFunction (A : E →L[ℝ] E) (x : E) : ℝ := inner ℝ (A x) x
```

## The derivative of the distance

The expression `innerSL ℝ x` is the linear functional \(v\mapsto\langle x,v\rangle\), and `HasFDerivAt` says that a given linear functional is the derivative at a point. The proof follows the derivation above: it takes the known derivative of the squared norm and applies the square-root rule, which requires \(\|x\|^2\neq0\). The final `module` cancels the factor 2.

```lean
/-- Away from the origin the distance `‖x‖` has the derivative `v ↦ ⟨x, v⟩ / ‖x‖`. -/
theorem hasFDerivAt_distance {x : E} (hx : x ≠ 0) :
    HasFDerivAt (fun y : E => ‖y‖) (‖x‖⁻¹ • innerSL ℝ x) x := by
  have hsq : ‖x‖ ^ 2 ≠ 0 := pow_ne_zero 2 (norm_ne_zero_iff.2 hx)
  have h := (hasStrictFDerivAt_norm_sq x).hasFDerivAt.sqrt hsq
  simp only [Real.sqrt_sq (norm_nonneg _)] at h
  refine h.congr_fderiv ?_
  module
```

## Euler's identity along a ray

From here on `E` is complete, because Mathlib's gradient uses the Riesz correspondence `toDual` between vectors and continuous linear functionals. `HasGradientAt p g x` says that `p` is differentiable at `x` with gradient `g`.

The facts `h1` and `h2` are the two computations of the derivative of \(p(tx)\) at \(t=1\), first by the chain rule and then from the scaling law. Since the law is available only for \(t>0\), the second uses the fact that a derivative depends only on values near the point, and all \(t\) near 1 are positive. Uniqueness of the derivative equates the two results.

```lean
variable [CompleteSpace E] {p : E → ℝ} {l : ℕ}

/-- Euler's identity: where a homogeneous function of degree `l` is differentiable, the inner
product of its gradient with the position vector is `l` times the function. -/
theorem euler_identity (hp : HomogeneousOfDegree p l) {x g : E}
    (hg : HasGradientAt p g x) : inner ℝ g x = l * p x := by
  -- the derivative along the ray, from the chain rule
  have h1 : HasDerivAt (fun t : ℝ => p (t • x)) (inner ℝ g x) 1 := by
    have hray : HasDerivAt (fun t : ℝ => t • x) x 1 :=
      ((hasDerivAt_id (1 : ℝ)).smul_const x).congr_deriv (one_smul ℝ x)
    have hf : HasFDerivAt p (toDual ℝ E g) ((1 : ℝ) • x) := by
      rw [one_smul]
      exact hg.hasFDerivAt
    exact hf.comp_hasDerivAt (1 : ℝ) hray
  -- the same derivative, from the scaling law
  have h2 : HasDerivAt (fun t : ℝ => p (t • x)) (l * p x) 1 := by
    have h := (hasDerivAt_pow l (1 : ℝ)).mul_const (p x)
    refine (h.congr_of_eventuallyEq ?_).congr_deriv (by simp)
    filter_upwards [Ioi_mem_nhds (zero_lt_one' ℝ)] with t ht
    exact hp t x ht
  exact h1.unique h2
```

## The gradient at every nonzero position

The theorem below is the general formula for \(\nabla Y(x)\), with \(\|x\|^{-l}\) written as `(‖x‖⁻¹) ^ l`. Its conclusion is a `HasGradientAt` statement, so differentiability of \(Y\) is proved and not assumed.

In the proof, `hr` differentiates the radial factor \(r^{-l}\), treating \(l=0\) separately because the power rule contains the exponent \(l-1\). Then `hrad` composes it with the distance, and `heq` records that \(Y(y)=\|y\|^{-l}p(y)\) for all \(y\) near \(x\). The product rule gives `hprod`. Finally, `ext v` applies both functionals to an arbitrary displacement \(v\), and `ring` confirms that the two numbers agree.

```lean
/-- At every `x ≠ 0` where the function is differentiable, the angular part of a homogeneous
function of degree `l` has the gradient `‖x‖⁻ˡ (∇p(x) - l p(x) x / ‖x‖²)`. -/
theorem hasGradientAt_angularPart (hp : HomogeneousOfDegree p l) {x g : E} (hx : x ≠ 0)
    (hg : HasGradientAt p g x) :
    HasGradientAt (angularPart p)
      ((‖x‖⁻¹) ^ l • (g - (l * p x / ‖x‖ ^ 2) • x)) x := by
  -- the radial factor and its derivative
  have hr : HasDerivAt (fun r : ℝ => (r⁻¹) ^ l)
      (-(l * (‖x‖⁻¹) ^ l * ‖x‖⁻¹)) ‖x‖ := by
    refine ((hasDerivAt_inv (norm_ne_zero_iff.2 hx)).fun_pow l).congr_deriv ?_
    cases l with
    | zero => simp
    | succ k =>
      simp only [Nat.add_sub_cancel]
      push_cast
      ring
  have hrad := hr.comp_hasFDerivAt x (hasFDerivAt_distance hx)
  -- near x the angular part is the radial factor times p
  have heq : angularPart p =ᶠ[nhds x] fun y => (‖y‖⁻¹) ^ l * p y := by
    filter_upwards [isOpen_ne.mem_nhds hx] with y hy
    exact hp _ _ (inv_pos.2 (norm_pos_iff.2 hy))
  have hprod := (hrad.mul hg.hasFDerivAt).congr_of_eventuallyEq heq
  refine hasGradientAt_iff_hasFDerivAt.2 (hprod.congr_fderiv ?_)
  ext v
  change (‖x‖⁻¹) ^ l * inner ℝ g v
      + p x * (-(l * (‖x‖⁻¹) ^ l * ‖x‖⁻¹) * (‖x‖⁻¹ * inner ℝ x v))
    = inner ℝ ((‖x‖⁻¹) ^ l • (g - (l * p x / ‖x‖ ^ 2) • x)) v
  rw [real_inner_smul_left, inner_sub_left, real_inner_smul_left]
  ring
```

## The tangential gradient at a unit vector

Here `gradient p n` is \(\nabla p(n)\), and differentiability of `p` is required at `n` only. The two parts of the conclusion are the formula for \(\nabla Y(n)\) and its orthogonality to \(n\). In physical terms the vector is the surface gradient of \(Y\) on the unit sphere; in one dimension, where the sphere consists of two points, it is zero.

The first part substitutes \(\|n\|=1\) into the general formula. The second expands the inner product and applies `euler_identity`.

```lean
/-- At a unit vector `n` where the function is differentiable, the angular part of a homogeneous
function of degree `l` has the gradient `∇p(n) - l p(n) n`, and this vector is orthogonal to `n`. -/
theorem angular_gradient_on_sphere (hp : HomogeneousOfDegree p l) {n : E}
    (hn : ‖n‖ = 1) (hd : DifferentiableAt ℝ p n) :
    HasGradientAt (angularPart p) (gradient p n - (l * p n) • n) n ∧
      inner ℝ (gradient p n - (l * p n) • n) n = 0 := by
  have hn0 : n ≠ 0 := norm_ne_zero_iff.1 (by rw [hn]; exact one_ne_zero)
  constructor
  · have h := hasGradientAt_angularPart hp hn0 hd.hasGradientAt
    rw [hn] at h
    simpa only [inv_one, one_pow, one_smul, div_one] using h
  · rw [inner_sub_left, real_inner_smul_left, euler_identity hp hd.hasGradientAt,
      real_inner_self_eq_norm_sq, hn]
    ring
```

The squared length comes from the expansion of \(\|a-b\|^2\), with Euler's identity in the cross term.

```lean
/-- For `p` homogeneous of degree `l` and differentiable at the unit vector `n`, the squared length
of the gradient of the angular part at `n` is `‖∇p(n)‖² - (l p(n))²`. -/
theorem norm_sq_angular_gradient (hp : HomogeneousOfDegree p l) {n : E}
    (hn : ‖n‖ = 1) (hd : DifferentiableAt ℝ p n) :
    ‖gradient (angularPart p) n‖ ^ 2 = ‖gradient p n‖ ^ 2 - (l * p n) ^ 2 := by
  rw [(angular_gradient_on_sphere hp hn hd).1.gradient, norm_sub_sq_real,
    real_inner_smul_right, euler_identity hp hd.hasGradientAt, norm_smul, hn, mul_one,
    Real.norm_eq_abs, sq_abs]
  ring
```

Stationarity is expressed as `gradient (angularPart p) n = 0`. Mathlib also assigns the gradient zero to a function that is not differentiable, but `angular_gradient_on_sphere` has shown that \(Y\) is differentiable at \(n\), so the equation has its usual meaning. The proof inserts the formula for \(\nabla Y(n)\) and moves one term across the equality.

```lean
/-- For `p` homogeneous of degree `l` and differentiable at the unit vector `n`, the angular part is
stationary at `n` exactly when `∇p(n) = l p(n) n`. -/
theorem stationary_iff (hp : HomogeneousOfDegree p l) {n : E}
    (hn : ‖n‖ = 1) (hd : DifferentiableAt ℝ p n) :
    gradient (angularPart p) n = 0 ↔ gradient p n = (l * p n) • n := by
  rw [(angular_gradient_on_sphere hp hn hd).1.gradient, sub_eq_zero]
```

## Quadratic functions and eigenvectors

The hypothesis `hA` is the symmetry of `A`. The first half of the proof takes the two factors of \(t\) out of the inner product. The second applies the product rule for inner products and uses `hA` to combine \(\langle Ax,v\rangle\) and \(\langle Av,x\rangle\) into \(2\langle Ax,v\rangle\).

```lean
/-- For symmetric `A` the quadratic function `⟨A x, x⟩` is homogeneous of degree 2 and has
the gradient `2 A x` at every point. -/
theorem quadraticFunction_witness (A : E →L[ℝ] E)
    (hA : ∀ u v, inner ℝ (A u) v = inner ℝ u (A v)) :
    HomogeneousOfDegree (quadraticFunction A) 2 ∧
      ∀ x, HasGradientAt (quadraticFunction A) ((2 : ℝ) • A x) x := by
  constructor
  · intro t x _
    simp only [quadraticFunction, map_smul, real_inner_smul_left, real_inner_smul_right]
    ring
  · intro x
    have h := (A.hasFDerivAt (x := x)).inner ℝ (hasFDerivAt_id x)
    refine hasGradientAt_iff_hasFDerivAt.2 (h.congr_fderiv ?_)
    ext v
    change inner ℝ (A x) v + inner ℝ (A v) x = inner ℝ ((2 : ℝ) • A x) v
    rw [real_inner_smul_left, hA v x, real_inner_comm (A x) v]
    ring
```

The last theorem specialises the stationarity criterion to \(q\). Its right-hand side says that \(n\) is an eigenvector of \(A\) with eigenvalue \(q(n)\), and both directions of the proof amount to cancelling or restoring the common factor 2. If \(A\) is the matrix of a real symmetric Hamiltonian in a finite orthonormal basis, \(q(n)\) is the energy expectation value of the normalised real state \(n\), and the theorem is the stationarity condition of the linear variational method for that finite real model. It does not assert that an eigenvector exists.

```lean
/-- For symmetric `A` the angular part of `⟨A x, x⟩` is stationary at a unit vector `n`
exactly when `A n = ⟨A n, n⟩ n`. -/
theorem quadratic_stationary_iff (A : E →L[ℝ] E)
    (hA : ∀ u v, inner ℝ (A u) v = inner ℝ u (A v)) {n : E} (hn : ‖n‖ = 1) :
    gradient (angularPart (quadraticFunction A)) n = 0 ↔
      A n = quadraticFunction A n • n := by
  obtain ⟨hhom, hgrad⟩ := quadraticFunction_witness A hA
  rw [stationary_iff hhom hn (hgrad n).differentiableAt, (hgrad n).gradient]
  constructor
  · intro h
    calc A n = (1 / 2 : ℝ) • ((2 : ℝ) • A n) := by module
      _ = quadraticFunction A n • n := by
        rw [h]
        push_cast
        module
  · intro h
    rw [h]
    push_cast
    module

end

end AngularGradient
```

```lean
#print axioms AngularGradient.angular_gradient_on_sphere
#print axioms AngularGradient.norm_sq_angular_gradient
#print axioms AngularGradient.quadratic_stationary_iff
```

```
'AngularGradient.angular_gradient_on_sphere' depends on axioms: [propext, Classical.choice, Quot.sound]
'AngularGradient.norm_sq_angular_gradient' depends on axioms: [propext, Classical.choice, Quot.sound]
'AngularGradient.quadratic_stationary_iff' depends on axioms: [propext, Classical.choice, Quot.sound]
```
